# A single bath level gives a positive hybridisation determinant for ordered segments

## An electron that visits the bath

An impurity orbital exchanges electrons with a bath at inverse temperature $\beta$. If the partition function is expanded in powers of the hopping between the two, each term is a list of imaginary times in $(0,\beta)$ at which an electron changes sides. A Monte Carlo calculation samples these lists, and it loses accuracy when their weights alternate in sign. The bath enters each weight through a determinant, whose terms can differ in sign once there are three or more entries into the bath. What is the sign of their sum?

Take one non-interacting bath level with energy $e$, measured from the chemical potential. An electron enters it at times $s_0,\dots,s_n$ and leaves it at times $t_0,\dots,t_n$. Since the level holds at most one electron of a given spin, entries and exits alternate. With $c^\dagger$ and $c$ the creation and annihilation operators of the level, Wick's theorem turns the thermal average of the time-ordered product of all $c(t_i)c^\dagger(s_i)$ into $\det F(t_i-s_j)$, where

$$F(\tau)=\frac{e^{-e\tau}}{1+e^{-\beta e}}\quad(0\le\tau<\beta),\qquad F(\tau+\beta)=-F(\tau).$$

The change of sign under a shift by $\beta$ expresses Fermi statistics.

## The value of the determinant

For $n+1$ ordered segments, $0<s_0<t_0<s_1<\dots<s_n<t_n<\beta$, and any real $e$,

$$\det F(t_i-s_j)=\frac{e^{-e\sum_i(t_i-s_i)}}{1+e^{-\beta e}}>0 .$$

The right-hand side is the Boltzmann weight of a level that is occupied during the segments and empty otherwise, divided by the partition function of the level. In hybridisation-expansion solvers for quantum impurity models, such as those used in dynamical mean-field theory, this determinant therefore brings no sign problem when the bath is a single non-interacting level and the segments are ordered as above.

## Times, segments and conventions in Lean

The function $F$ is `hyb β e τ`. It is defined for all real $\tau$: the integer `⌊τ / β⌋` counts periods, and each period contributes a factor $-1$. Textbook hybridisation functions usually contain the squared hopping amplitude and may have the opposite overall sign; here the amplitude is one and $F$ is positive on $[0,\beta)$.

The structure `Segments β s t` holds the time ordering. Its fields say that every start is positive, every segment has positive length, every end lies before $\beta$, and segment $i$ ends before any later segment starts. These conditions imply $\beta>0$. The indices run over `Fin (n + 1)`, so there is always at least one segment. In this convention a segment is an interval in which the bath level is occupied, whereas the literature often uses the word for an occupied impurity.

The theorem `det_hyb_segments` states both the value and the positivity. `det_hyb_reversed` treats the other alternating order, in which each $t_i$ precedes $s_i$; its hypothesis is `Segments β t s`, with the two families exchanged.

Lean starts from the determinant, so Wick's theorem is physical input. Baths with several levels are not treated here: $F$ then becomes a weighted sum of such functions, and the determinant of a sum is not the sum of the determinants.

## Row subtraction gives the value

Write $q=e^{-\beta e}$ and $Z=1+q$. For $-\beta\le\tau<0$, antiperiodicity gives

$$F(\tau)=-F(\tau+\beta)=-\frac{e^{-e(\tau+\beta)}}{Z}=-q\,\frac{e^{-e\tau}}{Z}.$$

If $j\le i$, then $s_j<t_i$ and $0<t_i-s_j<\beta$. If $j>i$, then $t_i<s_j$ and $-\beta<t_i-s_j<0$. Hence

$$F(t_i-s_j)=\frac{e^{-et_i}}{Z}\,A_{ij}\,e^{es_j},\qquad
A_{ij}=\begin{cases}1,&j\le i,\\-q,&j>i.\end{cases}$$

Subtract from each row of $A$ after the first the original row above it. Rows $i$ and $i-1$ differ only in column $i$, where the difference is $1-(-q)=1+q$. The result is upper triangular with diagonal $1,1+q,\dots,1+q$, so $\det A=(1+q)^n=Z^n$. Therefore

$$\det F(t_i-s_j)=Z^{-(n+1)}\,e^{-e\sum_i t_i}\,Z^n\,e^{e\sum_i s_i}
=\frac{e^{-e\sum_i(t_i-s_i)}}{Z}.$$

Both the exponential and $Z$ are positive.

## When the level is occupied at time zero

Now let $0<t_0<s_0<t_1<\dots<t_n<s_n<\beta$. Write $F_e$ to show the energy. For $0<\tau<\beta$,

$$F_e(-\tau)=-\frac{e^{-e(\beta-\tau)}}{1+e^{-\beta e}}=-\frac{e^{e\tau}}{1+e^{\beta e}}=-F_{-e}(\tau).$$

Replacing $e$ by $-e$ and $\tau$ by $-\tau$ extends this particle-hole relation to $-\beta<\tau<0$. So $F_e(t_i-s_j)=-F_{-e}(s_j-t_i)$, which is minus the transpose of the matrix $F_{-e}(s_i-t_j)$. The previous result applies to that matrix, and the $n+1$ minus signs come out of the determinant:

$$\det F_e(t_i-s_j)=(-1)^{n+1}\,\frac{e^{e\sum_i(s_i-t_i)}}{1+e^{\beta e}}.$$

The sign depends only on the number of intervals. It comes from exchanging $c(t_i)$ and $c^\dagger(s_i)$ in each pair, and in the full weight the ordering of the impurity operators compensates it.

## One segment, two segments and a periodic kernel

For $n=0$ the matrix has the single entry $F(t_0-s_0)$, and the formula is the definition of $F$. For $n=1$ the step matrix has determinant $1\cdot1-(-q)\cdot1=1+q$, which cancels one of the two normalisation factors.

The same row subtraction handles a periodic kernel, as for a bosonic level. Let $e\neq0$, let $G(\tau)=e^{-e\tau}/(1-q)$ on $[0,\beta)$ and let $G(\tau+\beta)=G(\tau)$. The entries above the diagonal are now $+q$, the step determinant is $(1-q)^n$, and for ordered segments $\det G(t_i-s_j)=e^{-e\sum_i(t_i-s_i)}/(1-q)$. This is positive for $e>0$, the range allowed for a bosonic level. For two or more segments it is not the bosonic thermal average, however, because Wick's theorem for bosons gives a permanent instead of a determinant. The formula is a by-product of the derivation and has no theorem in the Lean code.

## The Lean source

```lean
import Mathlib

open Matrix

namespace HybridisationExpansion

noncomputable section

/-- Hybridisation function of a single bath level `e` at inverse temperature `β > 0`, on the
whole imaginary-time axis: an exponential on `[0, β)`, with a change of sign in each period. -/
def hyb (β e τ : ℝ) : ℝ :=
  (-1 : ℝ) ^ ⌊τ / β⌋ * (Real.exp (-e * (τ - β * (⌊τ / β⌋ : ℝ))) / (1 + Real.exp (-β * e)))

/-- Ordered, disjoint segments in `(0, β)`: segment `i` starts at `s i` and ends at `t i`,
before any later segment starts. -/
structure Segments {n : ℕ} (β : ℝ) (s t : Fin (n + 1) → ℝ) : Prop where
  start_pos : ∀ i, 0 < s i
  start_lt_stop : ∀ i, s i < t i
  stop_lt : ∀ i, t i < β
  ordered : ∀ i j, i < j → t i < s j

/-- The matrix with `1` on and below the diagonal and `-q` above it. -/
def stepMatrix (n : ℕ) (q : ℝ) : Matrix (Fin (n + 1)) (Fin (n + 1)) ℝ :=
  Matrix.of fun i j => if j ≤ i then 1 else -q

/-- For `0 ≤ τ < β` the hybridisation function is `exp(-eτ) / (1 + exp(-βe))`. -/
theorem hyb_of_nonneg {β τ : ℝ} (e : ℝ) (h0 : 0 ≤ τ) (h1 : τ < β) :
    hyb β e τ = Real.exp (-e * τ) / (1 + Real.exp (-β * e)) := by
  have hβ : 0 < β := lt_of_le_of_lt h0 h1
  have h : ⌊τ / β⌋ = 0 := by
    rw [Int.floor_eq_iff]
    constructor
    · rw [Int.cast_zero]
      exact div_nonneg h0 hβ.le
    · rw [Int.cast_zero, zero_add, div_lt_one hβ]
      exact h1
  unfold hyb
  rw [h]
  simp

/-- The hybridisation function changes sign under a shift by `β ≠ 0`. -/
theorem hyb_antiperiodic {β : ℝ} (hβ : β ≠ 0) (e τ : ℝ) :
    hyb β e (τ + β) = -hyb β e τ := by
  have h : (τ + β) / β = τ / β + 1 := by rw [add_div, div_self hβ]
  have h3 : τ + β - β * ((⌊τ / β⌋ + 1 : ℤ) : ℝ) = τ - β * (⌊τ / β⌋ : ℝ) := by
    push_cast
    ring
  unfold hyb
  rw [h, Int.floor_add_one, h3, zpow_add_one₀ (by norm_num)]
  ring

/-- For `-β ≤ τ < 0` the hybridisation function is `-exp(-e(τ+β)) / (1 + exp(-βe))`. -/
theorem hyb_of_neg {β τ : ℝ} (e : ℝ) (h0 : -β ≤ τ) (h1 : τ < 0) :
    hyb β e τ = -(Real.exp (-e * (τ + β)) / (1 + Real.exp (-β * e))) := by
  have hβ : β ≠ 0 := by
    intro h
    linarith
  have h := hyb_antiperiodic hβ e τ
  rw [hyb_of_nonneg e (by linarith) (by linarith)] at h
  linarith

/-- Particle-hole symmetry: for `0 < |τ| < β`, reversing imaginary time is the same as
reversing the level energy and the overall sign. -/
theorem hyb_particle_hole {β τ : ℝ} (e : ℝ) (h0 : τ ≠ 0) (h1 : |τ| < β) :
    hyb β e (-τ) = -hyb β (-e) τ := by
  have key : ∀ e τ : ℝ, 0 < τ → τ < β → hyb β e (-τ) = -hyb β (-e) τ := by
    intro e τ hp hl
    have ha : 1 + Real.exp (-β * e) ≠ 0 := by positivity
    have hb : 1 + Real.exp (-β * -e) ≠ 0 := by positivity
    rw [hyb_of_neg e (by linarith) (by linarith), hyb_of_nonneg (-e) hp.le hl, neg_inj,
      div_eq_div_iff ha hb, mul_one_add, mul_one_add, ← Real.exp_add, ← Real.exp_add, add_comm]
    congr 2 <;> ring
  obtain ⟨hl, hr⟩ := abs_lt.mp h1
  rcases lt_or_gt_of_ne h0 with h | h
  · have h2 := key (-e) (-τ) (by linarith) (by linarith)
    simp only [neg_neg] at h2
    linarith
  · exact key e τ h hr

/-- The step matrix of size `n + 1` has determinant `(1 + q) ^ n`. -/
theorem det_stepMatrix (n : ℕ) (q : ℝ) : (stepMatrix n q).det = (1 + q) ^ n := by
  -- subtracting from each row the one above it leaves an upper triangular matrix
  let B : Matrix (Fin (n + 1)) (Fin (n + 1)) ℝ := Matrix.of fun i j =>
    if (i : ℕ) = 0 then (if (j : ℕ) = 0 then 1 else -q)
    else if (i : ℕ) = (j : ℕ) then 1 + q else 0
  have hAB : (stepMatrix n q).det = B.det := by
    refine Matrix.det_eq_of_forall_row_eq_smul_add_pred (fun _ => 1) ?_ ?_
    · intro j
      by_cases hj : j = 0
      · subst hj
        simp [stepMatrix, B]
      · simp [stepMatrix, B, hj]
    · intro i j
      have e1 : (i.castSucc : ℕ) = i := rfl
      have e2 : (i.succ : ℕ) = i + 1 := rfl
      simp only [stepMatrix, B, Matrix.of_apply, Fin.le_def, e1, e2]
      split_ifs <;> first | contradiction | omega | ring
  have hB : B.BlockTriangular id := by
    intro i j hij
    have h : (j : ℕ) < i := hij
    simp only [B, Matrix.of_apply]
    split_ifs <;> first | omega | rfl
  rw [hAB, Matrix.det_of_isUpperTriangular hB, Fin.prod_univ_succ]
  simp [B]

/-- In an ordered set of segments, each segment starts before it or any later one ends. -/
theorem Segments.start_lt {n : ℕ} {β : ℝ} {s t : Fin (n + 1) → ℝ} (h : Segments β s t)
    {i j : Fin (n + 1)} (hij : j ≤ i) : s j < t i := by
  rcases eq_or_lt_of_le hij with rfl | hlt
  · exact h.start_lt_stop _
  · linarith [h.start_lt_stop j, h.ordered j i hlt, h.start_lt_stop i]

/-- For one or more ordered segments in `(0, β)` the hybridisation determinant of a single bath
level is `exp(-e ∑ (t i - s i)) / (1 + exp(-βe))`, and it is positive. -/
theorem det_hyb_segments {n : ℕ} {β : ℝ} {s t : Fin (n + 1) → ℝ} (e : ℝ)
    (h : Segments β s t) :
    (Matrix.of fun i j => hyb β e (t i - s j)).det
        = Real.exp (-e * ∑ i, (t i - s i)) / (1 + Real.exp (-β * e)) ∧
      0 < (Matrix.of fun i j => hyb β e (t i - s j)).det := by
  have hZ : 1 + Real.exp (-β * e) ≠ 0 := by positivity
  -- time ordering splits the matrix into diagonal factors and a step matrix
  have hfac : (Matrix.of fun i j => hyb β e (t i - s j))
      = Matrix.diagonal (fun i => (1 + Real.exp (-β * e))⁻¹ * Real.exp (-e * t i))
        * stepMatrix n (Real.exp (-β * e)) * Matrix.diagonal (fun j => Real.exp (e * s j)) := by
    ext i j
    rw [Matrix.mul_diagonal, Matrix.diagonal_mul]
    simp only [stepMatrix, Matrix.of_apply]
    by_cases hij : j ≤ i
    · have hx : Real.exp (-e * (t i - s j)) = Real.exp (-e * t i) * Real.exp (e * s j) := by
        rw [← Real.exp_add]
        congr 1
        ring
      rw [if_pos hij, hyb_of_nonneg e (by linarith [h.start_lt hij])
        (by linarith [h.stop_lt i, h.start_pos j]), hx]
      ring
    · have hx : Real.exp (-e * (t i - s j + β))
          = Real.exp (-e * t i) * Real.exp (e * s j) * Real.exp (-β * e) := by
        rw [← Real.exp_add, ← Real.exp_add]
        congr 1
        ring
      rw [if_neg hij, hyb_of_neg e
        (by linarith [h.start_pos i, h.start_lt_stop i, h.start_lt_stop j, h.stop_lt j])
        (by linarith [h.ordered i j (not_le.mp hij)]), hx]
      ring
  have hexp : Real.exp (-e * ∑ i, (t i - s i))
      = Real.exp (∑ i, -e * t i) * Real.exp (∑ i, e * s i) := by
    rw [← Real.exp_add, Finset.sum_sub_distrib, ← Finset.mul_sum, ← Finset.mul_sum]
    congr 1
    ring
  -- all but one of the normalisation factors cancel
  have hcancel : ∀ Z x y : ℝ, Z ≠ 0 → Z⁻¹ ^ (n + 1) * x * Z ^ n * y = x * y / Z := by
    intro Z x y hz
    calc Z⁻¹ ^ (n + 1) * x * Z ^ n * y = (Z⁻¹ * Z) ^ n * (Z⁻¹ * x * y) := by
          rw [mul_pow]
          ring
      _ = x * y / Z := by
          rw [inv_mul_cancel₀ hz, one_pow]
          ring
  have hdet : (Matrix.of fun i j => hyb β e (t i - s j)).det
      = Real.exp (-e * ∑ i, (t i - s i)) / (1 + Real.exp (-β * e)) := by
    rw [hfac, Matrix.det_mul, Matrix.det_mul, Matrix.det_diagonal, Matrix.det_diagonal,
      det_stepMatrix, Finset.prod_mul_distrib, Finset.prod_const, Finset.card_univ,
      Fintype.card_fin, ← Real.exp_sum, ← Real.exp_sum, hexp]
    exact hcancel _ _ _ hZ
  refine ⟨hdet, ?_⟩
  rw [hdet]
  positivity

/-- If instead each `t i` precedes `s i`, with all these intervals ordered in `(0, β)`, the
determinant is `(-1) ^ (n + 1) * exp(e ∑ (s i - t i)) / (1 + exp(βe))`, where `n + 1` is the number
of intervals. -/
theorem det_hyb_reversed {n : ℕ} {β : ℝ} {s t : Fin (n + 1) → ℝ} (e : ℝ)
    (h : Segments β t s) :
    (Matrix.of fun i j => hyb β e (t i - s j)).det
      = (-1) ^ (n + 1) * (Real.exp (e * ∑ i, (s i - t i)) / (1 + Real.exp (β * e))) := by
  -- particle-hole symmetry exchanges the roles of the two sets of times
  have hph : (Matrix.of fun i j => hyb β e (t i - s j))
      = -(Matrix.of fun i j => hyb β (-e) (s i - t j))ᵀ := by
    ext i j
    simp only [Matrix.neg_apply, Matrix.transpose_apply, Matrix.of_apply]
    have hne : s j - t i ≠ 0 := by
      rcases le_or_gt i j with hij | hij
      · exact (sub_pos.mpr (h.start_lt hij)).ne'
      · exact (sub_neg.mpr (h.ordered j i hij)).ne
    have habs : |s j - t i| < β := by
      rw [abs_lt]
      constructor <;> linarith [h.start_pos i, h.start_pos j, h.start_lt_stop i,
        h.start_lt_stop j, h.stop_lt i, h.stop_lt j]
    rw [← hyb_particle_hole e hne habs, neg_sub]
  rw [hph, Matrix.det_neg, Matrix.det_transpose, (det_hyb_segments (-e) h).1,
    Fintype.card_fin, neg_neg, neg_mul_neg]

end

end HybridisationExpansion
```

```lean
#print axioms HybridisationExpansion.det_hyb_segments
-- 'HybridisationExpansion.det_hyb_segments' depends on axioms: [propext, Classical.choice, Quot.sound]
#print axioms HybridisationExpansion.det_hyb_reversed
-- 'HybridisationExpansion.det_hyb_reversed' depends on axioms: [propext, Classical.choice, Quot.sound]
```

## From the branches of $F$ to the two determinants

`hyb_of_nonneg` shows that the floor is zero on $[0,\beta)$, which leaves the plain exponential. `hyb_antiperiodic` uses the fact that a shift by $\beta$ raises the floor by one: the exponent is unchanged and the power of $-1$ gains a factor. `hyb_of_neg` combines the two. In `hyb_particle_hole` the auxiliary statement `key` treats positive $\tau$ by cross-multiplying the two fractions and comparing exponents; negative $\tau$ follows by applying `key` to $-e$ and $-\tau$.

In `det_stepMatrix`, the matrix `B` is the result of the row subtraction. The Mathlib lemma `Matrix.det_eq_of_forall_row_eq_smul_add_pred`, used with coefficient 1, says that the subtraction preserves the determinant. What remains is to check the entries by cases on the indices, to show that `B` is upper triangular, and to multiply its diagonal.

`Segments.start_lt` supplies the inequality $s_j<t_i$ for $j\le i$. With it, the main theorem proves `hfac`, the factorisation into diagonal matrix, step matrix and diagonal matrix. The case split on `j ≤ i` selects the branch of $F$, and `linarith` confirms from the time ordering that each argument lies in the right interval. The determinant of the product is then the product of the determinants. `hexp` collects the exponentials, `hcancel` removes all but one factor of $Z$, and `positivity` reads the sign from the closed form.

For the reversed order, `hph` writes the matrix as minus a transpose. Its proof checks that each time difference is non-zero and smaller than $\beta$ in absolute value, as the particle-hole relation requires. `Matrix.det_neg` then produces the factor $(-1)^{n+1}$, and the first theorem at energy $-e$ gives the rest.
